# A neutral periodic charge density on a line leaves the average polarisation undetermined

Polarisation is taken here to be any field whose bound charge is the given density and which repeats with the lattice. It is not computed from wavefunctions or from a finite sample. The setting is one-dimensional: $a>0$ is the lattice period, $\rho:\mathbb R\to\mathbb R$ is the total charge density, ionic and electronic, and $P:\mathbb R\to\mathbb R$ is the polarisation. The density $\rho$ is assumed to be continuous, so the ions are smeared out, not point charges.

In Lean 4 with Mathlib:

```lean
import Mathlib

open intervalIntegral

namespace PeriodicPolarization

noncomputable section
```

The two conditions on $P$ are
$$P'(x)=-\rho(x),\qquad P(x+a)=P(x)\qquad\text{for all }x.$$
The first is the bound-charge relation, with its usual sign. In `IsPolarization a ρ P`, `HasDerivAt` states both that the derivative exists at $x$ and that it equals $-\rho(x)$.

```lean
/-- `P` is a polarisation for the charge density `ρ` in a crystal of period `a`:
it satisfies `P' = -ρ` everywhere and has the period of the lattice. -/
def IsPolarization (a : ℝ) (ρ P : ℝ → ℝ) : Prop :=
  (∀ x, HasDerivAt P (-ρ x) x) ∧ Function.Periodic P a
```

The macroscopic quantity is the cell average
$$\bar P=\frac1a\int_0^a P(x)\,dx.$$

```lean
/-- The average of a field `P` over the unit cell `[0, a]`. -/
def cellAverage (a : ℝ) (P : ℝ → ℝ) : ℝ := (∫ x in (0 : ℝ)..a, P x) / a
```

Since $P$ is differentiable, it is continuous and can be integrated over a cell.

```lean
/-- A polarisation is a continuous function of position. -/
theorem IsPolarization.continuous {a : ℝ} {ρ P : ℝ → ℝ} (h : IsPolarization a ρ P) :
    Continuous P :=
  continuous_iff_continuousAt.mpr fun x => (h.1 x).continuousAt
```

## Neutrality decides whether a polarisation exists

Suppose that $P$ exists. Integrating its derivative over one cell gives
$$-\int_0^a\rho\,dx=P(a)-P(0)=0,$$
so the cell is neutral. In the proof, `h1` is the fundamental theorem of calculus and `h2` is periodicity at the origin.

```lean
/-- If a continuous charge density has a periodic polarisation, its unit cell is neutral. -/
theorem IsPolarization.neutral {a : ℝ} {ρ P : ℝ → ℝ} (hρ : Continuous ρ)
    (h : IsPolarization a ρ P) : ∫ x in (0 : ℝ)..a, ρ x = 0 := by
  have h1 : ∫ x in (0 : ℝ)..a, -ρ x = P a - P 0 :=
    integral_eq_sub_of_hasDerivAt (fun x _ => h.1 x) (hρ.neg.intervalIntegrable 0 a)
  have h2 : P a = P 0 := by simpa using h.2 0
  rw [intervalIntegral.integral_neg] at h1
  linarith
```

Conversely, let $\rho$ be $a$-periodic and neutral, and set
$$P_0(x)=-\int_0^x\rho(t)\,dt.$$
Then $P_0'=-\rho$ because $\rho$ is continuous. For periodicity, split the integral at $x$:
$$P_0(x+a)=P_0(x)-\int_x^{x+a}\rho\,dt=P_0(x).$$
The last integral vanishes because a periodic density has the same charge in every interval of length $a$, wherever it starts. This is `h1` below, and `h3` is the splitting.

```lean
/-- For a neutral periodic density, minus the charge accumulated between the origin and `x`
is a periodic polarisation. -/
theorem isPolarization_accumulated {a : ℝ} {ρ : ℝ → ℝ} (hρ : Continuous ρ)
    (hper : Function.Periodic ρ a) (h0 : ∫ x in (0 : ℝ)..a, ρ x = 0) :
    IsPolarization a ρ (fun x => -∫ t in (0 : ℝ)..x, ρ t) := by
  refine ⟨fun x => (hρ.integral_hasStrictDerivAt 0 x).hasDerivAt.fun_neg, fun x => ?_⟩
  -- every cell, wherever it starts, carries the same charge
  have h1 : ∫ t in x..(x + a), ρ t = 0 := by
    have h2 := hper.intervalIntegral_add_eq x 0
    rw [zero_add] at h2
    rw [h2, h0]
  have h3 := integral_add_adjacent_intervals (hρ.intervalIntegrable (μ := MeasureTheory.volume) 0 x)
    (hρ.intervalIntegrable (μ := MeasureTheory.volume) x (x + a))
  show -(∫ t in (0 : ℝ)..(x + a), ρ t) = -∫ t in (0 : ℝ)..x, ρ t
  linarith
```

## The remaining freedom is a uniform field

If $P$ and $Q$ both belong to $\rho$, then $(Q-P)'=-\rho+\rho=0$. A function with zero derivative on the whole line is constant, so $Q(x)=P(x)+c$ with $c=Q(0)-P(0)$.

```lean
/-- Two polarisations of the same charge density differ by a constant. -/
theorem IsPolarization.eq_add_const {a : ℝ} {ρ P Q : ℝ → ℝ} (hP : IsPolarization a ρ P)
    (hQ : IsPolarization a ρ Q) : ∃ c, ∀ x, Q x = P x + c := by
  have hd : ∀ x, HasDerivAt (fun y => Q y - P y) 0 x := fun x =>
    ((hQ.1 x).fun_sub (hP.1 x)).congr_deriv (by ring)
  refine ⟨Q 0 - P 0, fun x => ?_⟩
  have h : Q x - P x = Q 0 - P 0 :=
    is_const_of_deriv_eq_zero (fun y => (hd y).differentiableAt) (fun y => (hd y).deriv) x 0
  linarith
```

Every such shift is allowed. Adding $c$ changes neither the derivative nor the periodicity, and
$$\frac1a\int_0^a(P+c)\,dx=\bar P+\frac{ac}{a}=\bar P+c.$$

```lean
/-- Adding a uniform field `c` to a polarisation gives a polarisation of the same charge
density, with the cell average raised by `c`. -/
theorem IsPolarization.add_const {a : ℝ} (ha : 0 < a) {ρ P : ℝ → ℝ}
    (h : IsPolarization a ρ P) (c : ℝ) :
    IsPolarization a ρ (fun x => P x + c) ∧
      cellAverage a (fun x => P x + c) = cellAverage a P + c := by
  refine ⟨⟨fun x => (h.1 x).add_const c, fun x => ?_⟩, ?_⟩
  · show P (x + a) + c = P x + c
    rw [h.2 x]
  · have h1 : ∫ x in (0 : ℝ)..a, (P x + c) = (∫ x in (0 : ℝ)..a, P x) + a * c := by
      rw [intervalIntegral.integral_add (h.continuous.intervalIntegrable 0 a)
        (continuous_const.intervalIntegrable 0 a), intervalIntegral.integral_const,
        smul_eq_mul, sub_zero]
    unfold cellAverage
    rw [h1, add_div, mul_div_cancel_left₀ c ha.ne']
```

Now prescribe any real average $m$. The field $P+(m-\bar P)$ has that average. If $Q$ is another polarisation with average $m$, then $Q=P+c$ for some $c$, hence $m=\bar P+c$. This fixes $c$, and $Q$ is the field already found.

The theorem combines three statements for continuous, $a$-periodic $\rho$: a polarisation exists if and only if the cell charge is zero; any two differ by a constant; and if one exists, then for each $m$ there is exactly one (`∃!`) with `cellAverage a Q = m`.

```lean
/-- A continuous periodic charge density has a periodic polarisation exactly when its cell is
neutral; any two polarisations differ by a constant; and if there is one, then each real
number `m` is the cell average of exactly one polarisation of the same density. -/
theorem polarization_from_density {a : ℝ} (ha : 0 < a) {ρ : ℝ → ℝ} (hρ : Continuous ρ)
    (hper : Function.Periodic ρ a) :
    ((∃ P, IsPolarization a ρ P) ↔ ∫ x in (0 : ℝ)..a, ρ x = 0) ∧
    (∀ P Q, IsPolarization a ρ P → IsPolarization a ρ Q → ∃ c, ∀ x, Q x = P x + c) ∧
    ((∃ P, IsPolarization a ρ P) →
      ∀ m : ℝ, ∃! Q, IsPolarization a ρ Q ∧ cellAverage a Q = m) := by
  refine ⟨⟨fun ⟨P, hP⟩ => hP.neutral hρ,
    fun h0 => ⟨_, isPolarization_accumulated hρ hper h0⟩⟩,
    fun P Q hP hQ => hP.eq_add_const hQ, ?_⟩
  rintro ⟨P, hP⟩ m
  -- shift the given polarisation until its average is `m`
  obtain ⟨h1, h2⟩ := hP.add_const ha (m - cellAverage a P)
  refine ⟨fun x => P x + (m - cellAverage a P), ⟨h1, by rw [h2]; ring⟩, ?_⟩
  rintro Q ⟨hQ, hQm⟩
  -- any competitor is a shift of `P`, and its average determines the shift
  obtain ⟨c, hc⟩ := hP.eq_add_const hQ
  have hQc : Q = fun x => P x + c := funext hc
  have h3 := (hP.add_const ha c).2
  rw [← hQc, hQm] at h3
  funext x
  rw [hc x, h3]
  ring
```

For a neutral density, then, no number $m$ is the average of every polarisation: $P_0$ and $P_0+1$ have averages that differ by 1. The proof compares exactly these two fields.

```lean
/-- For a neutral periodic charge density, no single number is the cell average of all its
polarisations. -/
theorem average_not_fixed_by_density {a : ℝ} (ha : 0 < a) {ρ : ℝ → ℝ} (hρ : Continuous ρ)
    (hper : Function.Periodic ρ a) (h0 : ∫ x in (0 : ℝ)..a, ρ x = 0) :
    ¬ ∃ m : ℝ, ∀ P, IsPolarization a ρ P → cellAverage a P = m := by
  rintro ⟨m, hm⟩
  have hP := isPolarization_accumulated hρ hper h0
  obtain ⟨h1, h2⟩ := hP.add_const ha 1
  have h3 := hm _ hP
  have h4 := hm _ h1
  linarith
```

The result concerns the two conditions in `IsPolarization`: for a given neutral density, they do not select an average. It does not say whether the density of a quantum ground state fixes the polarisation by some other route. In electronic-structure theory the average polarisation of a one-dimensional insulator can be computed from the Berry phases of the occupied Bloch states together with the ionic charges and positions, and is then defined modulo a quantum of polarisation.

## The cell dipole needs a boundary value

Choose a cell $[s,s+a]$. By the product rule,
$$\frac{d}{dx}\big[(x-s)P(x)\big]=P(x)-(x-s)\rho(x).$$
Integrate over the cell and use $P(s+a)=P(s)$:
$$\int_s^{s+a}P\,dx-\int_s^{s+a}(x-s)\rho\,dx=aP(s).$$
The integral of $P$ is the same over every cell, so division by $a$ gives
$$\bar P=P(s)+\frac1a\int_s^{s+a}(x-s)\rho(x)\,dx.$$
The density determines the dipole term, but not $P(s)$. In the proof, `hd` is the product rule, `h1` its integral, and `h2` the move from the cell at $s$ to the cell at $0$.

```lean
/-- The average polarisation is the polarisation at the cell boundary `s` plus the dipole
moment, about `s`, of the charge in the cell `[s, s + a]` per unit length. -/
theorem average_eq_boundary_add_dipole {a : ℝ} (ha : 0 < a) {ρ P : ℝ → ℝ}
    (hρ : Continuous ρ) (h : IsPolarization a ρ P) (s : ℝ) :
    cellAverage a P = P s + (∫ x in s..(s + a), (x - s) * ρ x) / a := by
  have hc := h.continuous
  have hxρ : Continuous fun x => (x - s) * ρ x := (continuous_id.sub continuous_const).mul hρ
  -- integrate the derivative of `(x - s) P(x)` over the cell
  have hd : ∀ x, HasDerivAt (fun y => (y - s) * P y) (P x - (x - s) * ρ x) x := fun x =>
    (((hasDerivAt_id' x).sub_const s).fun_mul (h.1 x)).congr_deriv (by ring)
  have h1 : ∫ x in s..(s + a), (P x - (x - s) * ρ x)
      = (s + a - s) * P (s + a) - (s - s) * P s :=
    integral_eq_sub_of_hasDerivAt (fun x _ => hd x)
      ((hc.sub hxρ).intervalIntegrable s (s + a))
  rw [intervalIntegral.integral_sub (hc.intervalIntegrable s (s + a))
    (hxρ.intervalIntegrable s (s + a)), h.2 s] at h1
  -- the average does not depend on where the cell starts
  have h2 := h.2.intervalIntegral_add_eq s 0
  rw [zero_add] at h2
  have h3 : ∫ x in (0 : ℝ)..a, P x = a * P s + ∫ x in s..(s + a), (x - s) * ρ x := by
    linear_combination h1 - h2
  unfold cellAverage
  rw [h3, add_div, mul_div_cancel_left₀ (P s) ha.ne']

end

end PeriodicPolarization
```

Take $a=1$ and $\rho(x)=2\pi\sin(2\pi x)$, which is neutral. Its polarisations are $P(x)=\cos(2\pi x)+c$, with average $c$. The formula gives this average from either of two cells:

| $s$ | $P(s)$ | dipole term | sum |
|---|---|---|---|
| $0$ | $c+1$ | $-1$ | $c$ |
| $1/2$ | $c-1$ | $+1$ | $c$ |

The dipole term changes sign with the choice of cell, and the boundary value compensates. The accumulated-charge solution $P_0(x)=\cos(2\pi x)-1$ is the case $c=-1$.

```lean
#print axioms PeriodicPolarization.polarization_from_density
#print axioms PeriodicPolarization.average_not_fixed_by_density
#print axioms PeriodicPolarization.average_eq_boundary_add_dipole
```

```
'PeriodicPolarization.polarization_from_density' depends on axioms: [propext, Classical.choice, Quot.sound]
'PeriodicPolarization.average_not_fixed_by_density' depends on axioms: [propext, Classical.choice, Quot.sound]
'PeriodicPolarization.average_eq_boundary_add_dipole' depends on axioms: [propext, Classical.choice, Quot.sound]
```
